# A dipole with polarisability $\alpha>0$ in a linear reaction field $fm$ has a unique free-energy minimum exactly when $f\alpha<1$

Let a dipole $m$ have permanent part $\mu_0$ and polarisability $\alpha>0$, and let its surroundings act back on it with a field $fm$, where $f$ is a real constant. Its free energy is

$$G(m)=\frac{\lVert m-\mu_0\rVert^2}{2\alpha}-\frac{f\lVert m\rVert^2}{2}.$$

If $f\alpha<1$, the unique minimiser is $\mu_0/(1-f\alpha)$, and the minimum value is $-f\lVert\mu_0\rVert^2/(2(1-f\alpha))$. If $f\alpha>1$, $G$ is unbounded below: this is the polarisation catastrophe, here for a single dipole and its own reaction field, not for a set of interacting dipoles. At $f\alpha=1$, $G$ is unbounded below when $\mu_0\neq0$ and identically zero when $\mu_0=0$.

For a solute in a continuum solvent, modelled as one linearly polarisable point dipole, this separates two questions that a self-consistent calculation can confuse: whether the induced-dipole equation has a solution, and whether that solution is a minimum.

## The dipole and its free energy

The dipole lives in a real inner-product space `E`. Taking `E` to be the real line gives the scalar problem, with $\lVert m\rVert^2=m^2$; three-dimensional Euclidean space gives the usual dipole vector. No finite dimension is assumed, but the catastrophe and the equivalences for boundedness and stability require `E` to contain a nonzero vector. Since $\alpha$ and $f$ are real numbers and not tensors, both the molecule and its surroundings respond isotropically.

```lean
import Mathlib

namespace PolarisableDipole

noncomputable section

variable {E : Type*} [NormedAddCommGroup E] [InnerProductSpace ℝ E]
```

The first term of $G$ is the elastic cost of moving the dipole away from its permanent value. The second is the gain from the reaction field. Its factor $\tfrac12$ appears because half of the interaction energy $-f\lVert m\rVert^2$ is spent on polarising the surroundings. In `freeEnergy α f μ₀ m` the parameters come first and the variable dipole last.

The constant $\alpha$ stands for a strictly linear molecular response, and $f$ for the field that the surroundings return per unit dipole. Terms of higher order in $m$, which would matter for a real molecule near the catastrophe, are absent.

```lean
/-- Free energy of a dipole `m` with permanent part `μ₀` and polarisability `α ≠ 0`: the cost of
polarisation minus the gain in a reaction field `f m`. -/
def freeEnergy (α f : ℝ) (μ₀ m : E) : ℝ :=
  ‖m - μ₀‖ ^ 2 / (2 * α) - f * ‖m‖ ^ 2 / 2
```

The candidate for the minimum is the permanent dipole as changed by its own reaction field. For $\mu_0\neq0$ it is longer than $\mu_0$ when $0<f\alpha<1$, shorter when $f\alpha<0$, and opposite in direction when $f\alpha>1$; the word "enhanced" in the docstring below fits only the first of these cases. The formula is

$$m_*=\frac{\mu_0}{1-f\alpha}.$$

```lean
/-- The permanent dipole enhanced by its own reaction field, `μ₀ / (1 - f α)`, for `f α ≠ 1`. -/
def dressedDipole (α f : ℝ) (μ₀ : E) : E := (1 - f * α)⁻¹ • μ₀
```

For a point dipole at the centre of a spherical cavity of radius $a$, in a dielectric of relative permittivity $\varepsilon$, Onsager's reaction-field factor in Gaussian units is

$$f=\frac{2(\varepsilon-1)}{(2\varepsilon+1)a^3}.$$

This formula enters as a definition; the electrostatic boundary-value problem behind it is not solved here. In these units $\alpha$ is a volume, so $f\alpha$ is dimensionless.

```lean
/-- Reaction-field factor of a spherical cavity of radius `a > 0` in a dielectric of relative
permittivity `ε ≥ 1`, in Gaussian units. -/
def onsagerFactor (ε a : ℝ) : ℝ := 2 * (ε - 1) / ((2 * ε + 1) * a ^ 3)
```

## The self-consistent dipole

The field $fm$ induces a dipole $\alpha fm$, so self-consistency requires $m=\mu_0+\alpha fm$, that is, $(1-f\alpha)m=\mu_0$. When $f\alpha\neq1$ we may divide, and $m_*$ is the only solution.

The proof follows this in both directions: `linear_combination` with the `module` normaliser collects the terms in $m$, and the scalar $1-f\alpha$ is then cancelled. The hypothesis is only $f\alpha\neq1$, so a self-consistent dipole exists beyond the threshold too.

```lean
/-- For `f α ≠ 1`, a dipole equals its permanent part plus the part induced by its own reaction
field exactly when it is the dressed dipole. -/
theorem selfConsistent_iff {α f : ℝ} (h : f * α ≠ 1) (μ₀ m : E) :
    m = μ₀ + α • (f • m) ↔ m = dressedDipole α f μ₀ := by
  have h1 : 1 - f * α ≠ 0 := sub_ne_zero.mpr (Ne.symm h)
  constructor
  · intro hm
    have h2 : (1 - f * α) • m = μ₀ := by
      linear_combination (norm := module) hm
    rw [dressedDipole, ← h2, inv_smul_smul₀ h1]
  · rintro rfl
    have h2 : (1 - f * α) • dressedDipole α f μ₀ = μ₀ := smul_inv_smul₀ h1 μ₀
    linear_combination (norm := module) h2
```

## Completing the square

Write $s=1-f\alpha$. Expanding the first norm in $G$ gives

$$G(m)=\frac{s}{2\alpha}\lVert m\rVert^2-\frac{\langle m,\mu_0\rangle}{\alpha}+\frac{\lVert\mu_0\rVert^2}{2\alpha}.$$

With $m_*=\mu_0/s$, the square about the dressed dipole is

$$\frac{s}{2\alpha}\lVert m-m_*\rVert^2=\frac{s}{2\alpha}\lVert m\rVert^2-\frac{\langle m,\mu_0\rangle}{\alpha}+\frac{\lVert\mu_0\rVert^2}{2\alpha s}.$$

The two differ by a constant,

$$\frac{\lVert\mu_0\rVert^2}{2\alpha}\Bigl(1-\frac1s\Bigr)=-\frac{f\lVert\mu_0\rVert^2}{2s},$$

because $s-1=-f\alpha$. Hence

$$G(m)=\frac{1-f\alpha}{2\alpha}\lVert m-m_*\rVert^2-\frac{f\lVert\mu_0\rVert^2}{2(1-f\alpha)}.$$

In the code, `norm_sub_sq_real` performs both expansions. The proof then names $s$, replaces $f$ by $(1-s)/\alpha$, and leaves an algebraic identity for `field_simp` and `ring`.

```lean
/-- For `α ≠ 0` and `f α ≠ 1`, the free energy is a pure square about the dressed dipole, with
prefactor `(1 - f α) / (2 α)`, plus a constant. -/
theorem freeEnergy_eq_square {α f : ℝ} (hα : α ≠ 0) (h : f * α ≠ 1) (μ₀ m : E) :
    freeEnergy α f μ₀ m = (1 - f * α) / (2 * α) * ‖m - dressedDipole α f μ₀‖ ^ 2
      - f * ‖μ₀‖ ^ 2 / (2 * (1 - f * α)) := by
  have h1 : 1 - f * α ≠ 0 := sub_ne_zero.mpr (Ne.symm h)
  unfold freeEnergy dressedDipole
  rw [norm_sub_sq_real, norm_sub_sq_real, inner_smul_right, norm_smul, mul_pow,
    Real.norm_eq_abs, sq_abs]
  -- name the denominator `s` and eliminate `f` in its favour
  obtain ⟨s, hs⟩ : ∃ s, s = 1 - f * α := ⟨_, rfl⟩
  have hf : f = (1 - s) / α := eq_div_of_mul_eq hα (by linarith)
  rw [← hs] at h1 ⊢
  rw [hf]
  field_simp
  ring
```

## Below the threshold: a unique minimum

For $\alpha>0$ and $f\alpha<1$ the prefactor of the square is positive. At $m=m_*$ the square vanishes and the constant remains:

$$G(m_*)=-\frac{f\lVert\mu_0\rVert^2}{2(1-f\alpha)}.$$

For every other $m$ the square is strictly positive, so $G(m)>G(m_*)$. The theorem states both facts, joined by `∧`; in the proof, `hv` is the value and `hpos` the positivity of the square.

The sign of $\alpha$ matters. On the real line take $\alpha=-1$, $f=0$ and $\mu_0=0$. Then $f\alpha=0<1$, but $G(m)=-m^2/2$ has no minimum, and the dressed dipole $0$ is its maximum.

```lean
/-- For `α > 0` and `f α < 1`, the dressed dipole is the unique minimiser of the free energy,
with value `-f ‖μ₀‖² / (2 (1 - f α))`. -/
theorem dressedDipole_minimises {α f : ℝ} (hα : 0 < α) (h : f * α < 1) (μ₀ : E) :
    freeEnergy α f μ₀ (dressedDipole α f μ₀) = -f * ‖μ₀‖ ^ 2 / (2 * (1 - f * α)) ∧
    ∀ m, m ≠ dressedDipole α f μ₀ →
      freeEnergy α f μ₀ (dressedDipole α f μ₀) < freeEnergy α f μ₀ m := by
  have hv : freeEnergy α f μ₀ (dressedDipole α f μ₀)
      = -f * ‖μ₀‖ ^ 2 / (2 * (1 - f * α)) := by
    rw [freeEnergy_eq_square hα.ne' h.ne, sub_self, norm_zero]
    ring
  refine ⟨hv, fun m hm => ?_⟩
  rw [hv, freeEnergy_eq_square hα.ne' h.ne]
  -- the curvature is positive, so any displacement costs energy
  have hpos : 0 < (1 - f * α) / (2 * α) * ‖m - dressedDipole α f μ₀‖ ^ 2 :=
    mul_pos (div_pos (by linarith) (by linarith))
      (pow_pos (norm_pos_iff.mpr (sub_ne_zero.mpr hm)) 2)
  have e : -f * ‖μ₀‖ ^ 2 / (2 * (1 - f * α)) = -(f * ‖μ₀‖ ^ 2 / (2 * (1 - f * α))) := by ring
  rw [e]
  linarith
```

## Above the threshold: the catastrophe

For $f\alpha>1$ the prefactor is negative. Choose a nonzero vector $u$ and set

$$q=\frac{f\alpha-1}{2\alpha}\lVert u\rVert^2>0,\qquad K=-\frac{f\lVert\mu_0\rVert^2}{2(1-f\alpha)}.$$

Moving a distance parameter $t$ along $u$ gives $G(m_*+tu)=K-qt^2$. To get below a prescribed bound $C$, let $D=K-C$ and take $t=(|D|+q)/q$. Then $t\geq1$, so

$$qt^2\geq qt=|D|+q>D,$$

and therefore $G(m_*+tu)<K-D=C$.

The Lean proof makes the same choice of $t$; its `h3` is the inequality $qt(t-1)\geq0$, which gives $qt^2\geq qt$. The assumption `[Nontrivial E]` supplies the vector $u$: in the zero space the only dipole is $0$, and there is nowhere to move. The dressed dipole still solves the self-consistency equation here, but by the completed square it sits at the top of the landscape.

```lean
/-- Polarisation catastrophe: in a nonzero space of dipoles, for `α > 0` and `f α > 1`, the free
energy falls below every bound `C`. -/
theorem polarisation_catastrophe [Nontrivial E] {α f : ℝ} (hα : 0 < α) (h : 1 < f * α)
    (μ₀ : E) (C : ℝ) : ∃ m, freeEnergy α f μ₀ m < C := by
  obtain ⟨u, hu⟩ := exists_ne (0 : E)
  have hu' : 0 < ‖u‖ := norm_pos_iff.mpr hu
  obtain ⟨q, hqdef⟩ : ∃ q, q = (f * α - 1) / (2 * α) * ‖u‖ ^ 2 := ⟨_, rfl⟩
  have hq : 0 < q := by
    rw [hqdef]
    exact mul_pos (div_pos (by linarith) (by linarith)) (pow_pos hu' 2)
  obtain ⟨D, hD⟩ : ∃ D, D = -(f * ‖μ₀‖ ^ 2 / (2 * (1 - f * α))) - C := ⟨_, rfl⟩
  -- a displacement `t` along `u` large enough to beat the constant `D`
  obtain ⟨t, ht, hqt⟩ : ∃ t : ℝ, 1 ≤ t ∧ q * t = |D| + q := by
    refine ⟨(|D| + q) / q, ?_, mul_div_cancel₀ _ hq.ne'⟩
    rw [le_div_iff₀ hq]
    linarith [abs_nonneg D]
  refine ⟨dressedDipole α f μ₀ + t • u, ?_⟩
  rw [freeEnergy_eq_square hα.ne' h.ne', add_sub_cancel_left, norm_smul, mul_pow,
    Real.norm_eq_abs, sq_abs]
  have e : (1 - f * α) / (2 * α) * (t ^ 2 * ‖u‖ ^ 2) = -(q * t ^ 2) := by
    rw [hqdef]
    ring
  have h3 : 0 ≤ q * t * (t - 1) :=
    mul_nonneg (mul_nonneg hq.le (by linarith)) (by linarith)
  have h4 : q * t * (t - 1) = q * t ^ 2 - q * t := by ring
  rw [e]
  linarith [le_abs_self D]
```

## At the threshold: a slope or a plain

When $f\alpha=1$ we have $f=1/\alpha$, and the quadratic terms cancel. Along the permanent dipole, $m=x\mu_0$ gives

$$G(x\mu_0)=\frac{(x-1)^2-x^2}{2\alpha}\lVert\mu_0\rVert^2=\frac{1-2x}{2\alpha}\lVert\mu_0\rVert^2.$$

This is linear in $x$, so it takes every real value if $\mu_0\neq0$. With $s$ now denoting $1-2x$, we have $x=(1-s)/2$ and $G=s\lVert\mu_0\rVert^2/(2\alpha)$, which is the statement `key`. Choosing $s=2\alpha(C-1)/\lVert\mu_0\rVert^2$ gives $G=C-1<C$.

```lean
/-- At the threshold `f α = 1` with `α > 0`, a nonzero permanent dipole makes the free energy
fall below every bound `C`. -/
theorem threshold_unbounded {α f : ℝ} (hα : 0 < α) (h : f * α = 1) {μ₀ : E} (hμ : μ₀ ≠ 0)
    (C : ℝ) : ∃ m, freeEnergy α f μ₀ m < C := by
  have hf : f = 1 / α := eq_div_of_mul_eq hα.ne' h
  have hn : ‖μ₀‖ ≠ 0 := norm_ne_zero_iff.mpr hμ
  -- along `μ₀` the quadratic terms cancel and a linear one remains
  have key : ∀ s : ℝ, freeEnergy α f μ₀ (((1 - s) / 2) • μ₀) = s * ‖μ₀‖ ^ 2 / (2 * α) := by
    intro s
    have e : ((1 - s) / 2) • μ₀ - μ₀ = ((1 - s) / 2 - 1) • μ₀ := by module
    unfold freeEnergy
    rw [e, hf]
    simp only [norm_smul, mul_pow, Real.norm_eq_abs, sq_abs]
    ring
  refine ⟨((1 - 2 * α * (C - 1) / ‖μ₀‖ ^ 2) / 2) • μ₀, ?_⟩
  have e : 2 * α * (C - 1) / ‖μ₀‖ ^ 2 * ‖μ₀‖ ^ 2 / (2 * α) = C - 1 := by
    field_simp
  rw [key, e]
  linarith
```

Without a permanent dipole no slope remains:

$$G(m)=\frac{\lVert m\rVert^2}{2\alpha}-\frac{\lVert m\rVert^2}{2\alpha}=0$$

for every $m$. Every dipole is then a minimiser, and none is preferred.

```lean
omit [InnerProductSpace ℝ E] in
/-- At the threshold `f α = 1`, the free energy without a permanent dipole is zero for every
dipole. -/
theorem threshold_flat {α f : ℝ} (h : f * α = 1) (m : E) :
    freeEnergy α f 0 m = 0 := by
  have hα : α ≠ 0 := right_ne_zero_of_mul_eq_one h
  have hf : f = 1 / α := eq_div_of_mul_eq hα h
  unfold freeEnergy
  rw [sub_zero, hf]
  ring
```

## Boundedness and stability as equivalences

The three cases $f\alpha<1$, $f\alpha=1$ and $f\alpha>1$ exhaust the possibilities. A lower bound $C$ is incompatible with the catastrophe, and also with the threshold when $\mu_0\neq0$. Conversely, the minimum value is a lower bound when $f\alpha<1$, and $0$ is one on the flat landscape. So for $\alpha>0$, $G$ is bounded below exactly when $f\alpha<1$, or $f\alpha=1$ and $\mu_0=0$.

In the proof, `lt_trichotomy` makes the division into cases, and the earlier theorems settle each one.

```lean
/-- In a nonzero space of dipoles, for `α > 0`, the free energy is bounded below exactly when
`f α < 1`, or `f α = 1` and there is no permanent dipole. -/
theorem boundedBelow_iff [Nontrivial E] {α f : ℝ} (hα : 0 < α) (μ₀ : E) :
    (∃ C, ∀ m, C ≤ freeEnergy α f μ₀ m) ↔ f * α < 1 ∨ (f * α = 1 ∧ μ₀ = 0) := by
  constructor
  · rintro ⟨C, hC⟩
    rcases lt_trichotomy (f * α) 1 with h | h | h
    · exact Or.inl h
    · refine Or.inr ⟨h, by_contra fun hμ => ?_⟩
      obtain ⟨m, hm⟩ := threshold_unbounded hα h hμ C
      exact absurd (hC m) (not_le_of_gt hm)
    · obtain ⟨m, hm⟩ := polarisation_catastrophe hα h μ₀ C
      exact absurd (hC m) (not_le_of_gt hm)
  · rintro (h | ⟨h, rfl⟩)
    · refine ⟨freeEnergy α f μ₀ (dressedDipole α f μ₀), fun m => ?_⟩
      by_cases hm : m = dressedDipole α f μ₀
      · rw [hm]
      · exact ((dressedDipole_minimises hα h μ₀).2 m hm).le
    · exact ⟨0, fun m => (threshold_flat h m).ge⟩
```

A strict global minimiser is a dipole $m_0$ with $G(m_0)<G(m)$ for every $m\neq m_0$. If one exists, $G(m_0)$ is a lower bound, so the previous equivalence leaves two cases. The flat one is impossible, since any second dipole has the same free energy, namely zero. What remains is $f\alpha<1$, and there the dressed dipole is a strict minimiser.

```lean
/-- In a nonzero space of dipoles, for `α > 0`, the free energy has a strict global minimiser
exactly when `f α < 1`. -/
theorem strictMinimiser_iff [Nontrivial E] {α f : ℝ} (hα : 0 < α) (μ₀ : E) :
    (∃ m₀, ∀ m, m ≠ m₀ → freeEnergy α f μ₀ m₀ < freeEnergy α f μ₀ m) ↔ f * α < 1 := by
  constructor
  · rintro ⟨m₀, h₀⟩
    have hb : ∃ C, ∀ m, C ≤ freeEnergy α f μ₀ m := by
      refine ⟨freeEnergy α f μ₀ m₀, fun m => ?_⟩
      by_cases hm : m = m₀
      · rw [hm]
      · exact (h₀ m hm).le
    rcases (boundedBelow_iff hα μ₀).mp hb with h | ⟨h, rfl⟩
    · exact h
    · -- a flat landscape has no strict minimiser
      obtain ⟨m, hm⟩ := exists_ne m₀
      have h1 := h₀ m hm
      rw [threshold_flat h, threshold_flat h] at h1
      exact absurd h1 (lt_irrefl 0)
  · intro h
    exact ⟨_, (dressedDipole_minimises hα h μ₀).2⟩
```

## A spherical cavity that is stable in every dielectric

With Onsager's factor and $\varepsilon\geq1$, the denominator is positive, and $f\alpha<1$ becomes

$$2(\varepsilon-1)\alpha<(2\varepsilon+1)a^3.$$

If $\alpha\leq a^3$, this holds for every $\varepsilon\geq1$, because

$$2(\varepsilon-1)\alpha\leq2(\varepsilon-1)a^3<(2\varepsilon+1)a^3.$$

If $\alpha>a^3$, equality is reached at

$$\varepsilon=\frac{a^3+2\alpha}{2(\alpha-a^3)}>1,$$

and at that permittivity there is no strict minimiser. A strict minimiser therefore exists for all $\varepsilon\geq1$ exactly when $\alpha\leq a^3$. The boundary case $\alpha=a^3$ is stable, since $f\alpha$ then approaches $1$ as $\varepsilon$ grows but does not reach it.

The Lean statement has the quantifier over $\varepsilon$ inside the left-hand side: it concerns one molecule and one cavity radius in all dielectrics, not a single solvent. For a given solvent the criterion is the displayed inequality, which `key` records. The final `nlinarith` calls carry out the two comparisons above.

```lean
/-- In a nonzero space of dipoles, a dipole of polarisability `α > 0` in a spherical cavity of
radius `a > 0` has a strict free-energy minimiser for every permittivity `ε ≥ 1` exactly when
`α ≤ a³`. -/
theorem onsager_stable_iff [Nontrivial E] {α a : ℝ} (hα : 0 < α) (ha : 0 < a) (μ₀ : E) :
    (∀ ε, 1 ≤ ε → ∃ m₀, ∀ m, m ≠ m₀ →
      freeEnergy α (onsagerFactor ε a) μ₀ m₀ < freeEnergy α (onsagerFactor ε a) μ₀ m)
      ↔ α ≤ a ^ 3 := by
  have hA : 0 < a ^ 3 := pow_pos ha 3
  have key : ∀ ε : ℝ, 1 ≤ ε →
      (onsagerFactor ε a * α < 1 ↔ 2 * (ε - 1) * α < (2 * ε + 1) * a ^ 3) := by
    intro ε hε
    have hd : 0 < (2 * ε + 1) * a ^ 3 := mul_pos (by linarith) hA
    unfold onsagerFactor
    rw [div_mul_eq_mul_div, div_lt_one hd]
  constructor
  · intro h
    by_contra hc
    have hp : 0 < α - a ^ 3 := sub_pos.mpr (not_le.mp hc)
    -- the permittivity at which the threshold is reached
    obtain ⟨ε, hε, e⟩ : ∃ ε : ℝ, 1 ≤ ε ∧ ε * (2 * (α - a ^ 3)) = a ^ 3 + 2 * α := by
      refine ⟨(a ^ 3 + 2 * α) / (2 * (α - a ^ 3)), ?_,
        div_mul_cancel₀ _ (mul_pos two_pos hp).ne'⟩
      rw [le_div_iff₀ (mul_pos two_pos hp)]
      linarith
    have h2 := (key ε hε).mp ((strictMinimiser_iff hα μ₀).mp (h ε hε))
    nlinarith [h2, e]
  · intro h ε hε
    rw [strictMinimiser_iff hα μ₀, key ε hε]
    nlinarith [mul_le_mul_of_nonneg_left h (sub_nonneg.mpr hε)]

end

end PolarisableDipole
```

```lean
#print axioms PolarisableDipole.selfConsistent_iff
#print axioms PolarisableDipole.strictMinimiser_iff
#print axioms PolarisableDipole.onsager_stable_iff
```

```
'PolarisableDipole.selfConsistent_iff' depends on axioms: [propext, Classical.choice, Quot.sound]
'PolarisableDipole.strictMinimiser_iff' depends on axioms: [propext, Classical.choice, Quot.sound]
'PolarisableDipole.onsager_stable_iff' depends on axioms: [propext, Classical.choice, Quot.sound]
```
